# For positive definite denominators, a positive semidefinite particle ladder never increases the size of an MP2 pair energy

An MP2 pair energy that is rescaled to account for the particle ladder can grow in size or even change sign if nothing controls the scale factor. With a single virtual pair, a denominator of 1 and a ladder term of −1/2, the factor is 2; with a ladder term of −2 it is −1. Neither happens when the denominator matrix D is positive definite and the ladder matrix V is positive semidefinite. For a nonzero coupling vector K, the factor then lies in (0, 1], and it equals 1 exactly when V D⁻¹K = 0.

## Amplitudes, energies and their ratio

In Lean 4 with Mathlib:

```lean
import Mathlib

open Matrix

namespace LadderScreening

noncomputable section

variable {n : Type*} [Fintype n] [DecidableEq n]
```

The finite type `n` labels the virtual pairs ab that are available to one occupied pair ij. A `Matrix n n ℝ` is a real matrix over these labels, and a function `n → ℝ` is a real vector. In the code, `*ᵥ` is matrix times vector and `⬝ᵥ` is the dot product.

In canonical orbitals D is diagonal, with entries εₐ + ε_b − εᵢ − εⱼ, which are positive when there is a gap. The theorems also allow a non-diagonal D. V holds the particle–particle repulsion integrals, and K the integrals that couple ij to ab.

```lean
/-- Pair amplitudes `-A⁻¹ K` for an invertible denominator matrix `A` and a coupling vector `K`. -/
def amplitude (A : Matrix n n ℝ) (K : n → ℝ) : n → ℝ := -(A⁻¹ *ᵥ K)
```

For an invertible denominator matrix A, the pair amplitudes are

t_A = −A⁻¹K.

```lean
/-- Pair energy `K · t` of the amplitudes `t = -A⁻¹ K`, for invertible `A`.
MP2 has `A = D`, the particle ladder has `A = D + V`. -/
def pairEnergy (A : Matrix n n ℝ) (K : n → ℝ) : ℝ := K ⬝ᵥ amplitude A K
```

The pair energy is

E_A = K · t_A = −K · A⁻¹K.

MP2 has A = D and the ladder has A = D + V. I write t_D, E_D for the first and t_L, E_L for the second. The same K drives the amplitudes and enters the energy, as for a spin-adapted pair with its prefactors absorbed.

```lean
/-- The Hylleraas functional `2 K · t + t · A t` of trial amplitudes `t`. -/
def hylleraas (A : Matrix n n ℝ) (K t : n → ℝ) : ℝ :=
  2 * (K ⬝ᵥ t) + t ⬝ᵥ A *ᵥ t
```

This is the Hylleraas functional of arbitrary trial amplitudes t:

H_A(t) = 2 K · t + t · At.

```lean
/-- Interference factor: the ladder pair energy divided by the MP2 pair energy,
for invertible `D` and `D + V` and nonzero MP2 pair energy. -/
def interference (D V : Matrix n n ℝ) (K : n → ℝ) : ℝ :=
  pairEnergy (D + V) K / pairEnergy D K
```

The interference factor is f = E_L / E_D.

```lean
/-- The interference factor is the ratio of `K · (D + V)⁻¹ K` to `K · D⁻¹ K`. -/
theorem interference_eq (D V : Matrix n n ℝ) (K : n → ℝ) :
    interference D V K = (K ⬝ᵥ (D + V)⁻¹ *ᵥ K) / (K ⬝ᵥ D⁻¹ *ᵥ K) := by
  simp only [interference, pairEnergy, amplitude, dotProduct_neg, neg_div_neg_eq]
```

The two minus signs cancel, which gives

f = (K · (D + V)⁻¹K) / (K · D⁻¹K).

## The energy as a minimum

```lean
/-- For positive definite `A`, the amplitudes solve the linear amplitude equation `A t = -K`. -/
theorem amplitude_equation {A : Matrix n n ℝ} (hA : A.PosDef) (K : n → ℝ) :
    A *ᵥ amplitude A K = -K := by
  have hu : IsUnit A.det := hA.det_pos.ne'.isUnit
  rw [amplitude, Matrix.mulVec_neg, Matrix.mulVec_mulVec,
    Matrix.mul_nonsing_inv _ hu, Matrix.one_mulVec]
```

The hypothesis `A.PosDef` says that A is symmetric and that x · Ax > 0 for every nonzero x. Its determinant is therefore positive, A is invertible, and

A t_A = −A A⁻¹K = −K.

The proof makes these substitutions with `rw`, the tactic that rewrites with an equation.

```lean
/-- For positive definite `A`, the Hylleraas functional equals the pair energy plus a quadratic form
in the error of the trial amplitudes. -/
theorem hylleraas_eq {A : Matrix n n ℝ} (hA : A.PosDef) (K t : n → ℝ) :
    hylleraas A K t = pairEnergy A K +
      (t - amplitude A K) ⬝ᵥ A *ᵥ (t - amplitude A K) := by
  have ha := amplitude_equation hA K
  have hT : Aᵀ = A := by
    have h := hA.isHermitian.eq
    rwa [Matrix.conjTranspose_eq_transpose_of_trivial] at h
  -- symmetry of the denominator matrix
  have hs : amplitude A K ⬝ᵥ A *ᵥ t = t ⬝ᵥ A *ᵥ amplitude A K := by
    rw [Matrix.dotProduct_mulVec, ← Matrix.mulVec_transpose, hT, dotProduct_comm]
  have h1 := dotProduct_comm K t
  have h2 := dotProduct_comm K (amplitude A K)
  unfold hylleraas pairEnergy
  simp only [Matrix.mulVec_sub, sub_dotProduct, dotProduct_sub, hs, ha, dotProduct_neg]
  linarith
```

By hand, expand the quadratic form in the error t − t_A:

(t − t_A) · A(t − t_A) = t · At − t · At_A − t_A · At + t_A · At_A.

The amplitude equation gives t · At_A = −K · t and t_A · At_A = −E_A. Symmetry of A gives t_A · At = t · At_A, which is the step named `hs`. Hence

(t − t_A) · A(t − t_A) = t · At + 2 K · t − E_A = H_A(t) − E_A.

The tactic `linarith`, which does linear arithmetic, collects the terms. Since the quadratic form is nonnegative, H_A(t) ≥ E_A for every t.

```lean
/-- For positive definite `A` and a nonzero coupling vector, the pair energy is negative. -/
theorem pairEnergy_neg {A : Matrix n n ℝ} (hA : A.PosDef) {K : n → ℝ} (hK : K ≠ 0) :
    pairEnergy A K < 0 := by
  have ha := amplitude_equation hA K
  have hne : amplitude A K ≠ 0 := by
    intro h
    rw [h, Matrix.mulVec_zero] at ha
    exact hK (neg_eq_zero.mp ha.symm)
  have hp : 0 < amplitude A K ⬝ᵥ A *ᵥ amplitude A K := by
    simpa only [star_trivial] using hA.dotProduct_mulVec_pos hne
  rw [ha, dotProduct_neg, dotProduct_comm] at hp
  unfold pairEnergy
  linarith
```

If K ≠ 0, then t_A ≠ 0, because t_A = 0 would turn the amplitude equation into 0 = −K. Positive definiteness gives

0 < t_A · At_A = −K · t_A = −E_A,

so the pair energy is negative.

## Relaxation and repulsion

```lean
/-- For positive definite `D` and positive semidefinite `V`, the ladder energy minus the MP2 energy
is a relaxation term, quadratic in the change of the amplitudes, plus the repulsion `t · V t` of the
ladder amplitudes. -/
theorem energy_difference {D V : Matrix n n ℝ} (hD : D.PosDef) (hV : V.PosSemidef)
    (K : n → ℝ) :
    pairEnergy (D + V) K - pairEnergy D K =
      (amplitude (D + V) K - amplitude D K) ⬝ᵥ
        D *ᵥ (amplitude (D + V) K - amplitude D K) +
      amplitude (D + V) K ⬝ᵥ V *ᵥ amplitude (D + V) K := by
  -- the MP2 functional is evaluated at the ladder amplitudes
  have h := hylleraas_eq hD K (amplitude (D + V) K)
  have hL := congrArg (fun v => amplitude (D + V) K ⬝ᵥ v)
    (amplitude_equation (hD.add_posSemidef hV) K)
  simp only [Matrix.add_mulVec, dotProduct_add, dotProduct_neg] at hL
  have hc := dotProduct_comm K (amplitude (D + V) K)
  unfold hylleraas at h
  unfold pairEnergy at h ⊢
  linarith
```

The theorem splits the energy change into two parts:

E_L − E_D = (t_L − t_D) · D(t_L − t_D) + t_L · Vt_L.

To derive it, take the dot product of the ladder equation (D + V)t_L = −K with t_L:

t_L · Dt_L + t_L · Vt_L = −E_L.

In the code this is `hL`. Insert it into the MP2 functional at the ladder amplitudes:

H_D(t_L) = 2E_L + t_L · Dt_L = E_L − t_L · Vt_L.

The completed square for A = D gives the same quantity as

H_D(t_L) = E_D + (t_L − t_D) · D(t_L − t_D).

Equating the two expressions proves the claim.

```lean
/-- For positive definite `D` and positive semidefinite `V`, the ladder pair energy is never below
the MP2 one, and the two agree exactly when the repulsion `V` annihilates `D⁻¹ K`. -/
theorem mp2_le_ladder {D V : Matrix n n ℝ} (hD : D.PosDef) (hV : V.PosSemidef)
    (K : n → ℝ) :
    pairEnergy D K ≤ pairEnergy (D + V) K ∧
      (pairEnergy (D + V) K = pairEnergy D K ↔ V *ᵥ (D⁻¹ *ᵥ K) = 0) := by
  have hdiff := energy_difference hD hV K
  have hr : 0 ≤ (amplitude (D + V) K - amplitude D K) ⬝ᵥ
      D *ᵥ (amplitude (D + V) K - amplitude D K) := by
    simpa only [star_trivial] using hD.posSemidef.dotProduct_mulVec_nonneg
      (amplitude (D + V) K - amplitude D K)
  have hv : 0 ≤ amplitude (D + V) K ⬝ᵥ V *ᵥ amplitude (D + V) K := by
    simpa only [star_trivial] using hV.dotProduct_mulVec_nonneg (amplitude (D + V) K)
  have ha := amplitude_equation hD K
  have hL := amplitude_equation (hD.add_posSemidef hV) K
  have hle : pairEnergy D K ≤ pairEnergy (D + V) K := by linarith
  refine ⟨hle, ?_, ?_⟩
  · intro h
    -- no relaxation is possible, so the amplitudes coincide
    have hz : amplitude (D + V) K - amplitude D K = 0 := by
      by_contra hne
      have hp := hD.dotProduct_mulVec_pos hne
      simp only [star_trivial] at hp
      linarith
    rw [sub_eq_zero.mp hz, Matrix.add_mulVec, ha] at hL
    have h0 : V *ᵥ amplitude D K = 0 := by simpa using hL
    rw [amplitude, Matrix.mulVec_neg] at h0
    exact neg_eq_zero.mp h0
  · intro h
    -- the ladder functional at the MP2 amplitudes gives the reverse inequality
    have h0 : V *ᵥ amplitude D K = 0 := by
      rw [amplitude, Matrix.mulVec_neg, h, neg_zero]
    have hy := hylleraas_eq (hD.add_posSemidef hV) K (amplitude D K)
    have hq := (hD.add_posSemidef hV).posSemidef.dotProduct_mulVec_nonneg
      (amplitude D K - amplitude (D + V) K)
    simp only [star_trivial] at hq
    have he : hylleraas (D + V) K (amplitude D K) = pairEnergy D K := by
      unfold hylleraas pairEnergy
      rw [Matrix.add_mulVec, h0, add_zero, ha, dotProduct_neg,
        dotProduct_comm (amplitude D K) K]
      ring
    linarith
```

`V.PosSemidef` says that V is symmetric and x · Vx ≥ 0 for all x. It stands for the repulsive character of 1/r₁₂ between pair functions, and is assumed here, not derived from integrals. Both terms of the energy difference are then nonnegative, so E_D ≤ E_L.

Suppose that the energies agree. Both terms vanish, and positive definiteness of D forces t_L = t_D. The ladder equation becomes Dt_D + Vt_D = −K, while Dt_D = −K, so Vt_D = 0. Since t_D = −D⁻¹K, this means V D⁻¹K = 0.

Conversely, suppose that V D⁻¹K = 0, so that Vt_D = 0. The ladder functional at the MP2 amplitudes is

H_{D+V}(t_D) = 2E_D + t_D · Dt_D + t_D · Vt_D = 2E_D − E_D + 0 = E_D.

This value is at least E_L, so E_L ≤ E_D, and the energies agree.

It would be wrong to replace the condition by VK = 0. Take D = diag(1, 2), K = (1, 2) and V with rows (1, −1) and (−1, 1). Then D⁻¹K = (1, 1) is annihilated by V and the energies agree, although VK = (−1, 1). This singular V is a matrix example. With exact Coulomb integrals over linearly independent pair functions, x · Vx > 0 for every nonzero x, because 1/r₁₂ is positive everywhere, and the two energies then differ whenever K ≠ 0.

## The factor lies in (0, 1]

```lean
/-- Ladder screening: for positive definite `D`, positive semidefinite `V` and nonzero `K`, the
interference factor lies in `(0, 1]`, and it equals `1` exactly when `V D⁻¹ K = 0`. -/
theorem ladder_screening {D V : Matrix n n ℝ} (hD : D.PosDef) (hV : V.PosSemidef)
    {K : n → ℝ} (hK : K ≠ 0) :
    0 < interference D V K ∧ interference D V K ≤ 1 ∧
      (interference D V K = 1 ↔ V *ᵥ (D⁻¹ *ᵥ K) = 0) := by
  have h2 := pairEnergy_neg hD hK
  have hL := pairEnergy_neg (hD.add_posSemidef hV) hK
  obtain ⟨hle, heq⟩ := mp2_le_ladder hD hV K
  unfold interference
  exact ⟨div_pos_of_neg_of_neg hL h2, (div_le_one_of_neg h2).mpr hle,
    (div_eq_one_iff_eq h2.ne).trans heq⟩
```

For K ≠ 0 both energies are negative, so their ratio is positive. Dividing E_L ≥ E_D by the negative number E_D reverses the inequality:

f = E_L / E_D ≤ 1.

Also, f = 1 means E_L = E_D, which the previous theorem has characterised. The three parts of the statement are joined by `∧`, "and", and `↔` reads "if and only if".

With one virtual pair, D = d > 0 and V = v ≥ 0, the factor is

f = d / (d + v).

It is 1 only for v = 0, and approaches 0 without reaching it as v grows.

```lean
/-- For positive definite `D` and positive semidefinite `V`, the ladder pair energy is strictly
smaller in size than the MP2 one exactly when `V D⁻¹ K` does not vanish. -/
theorem abs_ladder_lt_iff {D V : Matrix n n ℝ} (hD : D.PosDef) (hV : V.PosSemidef)
    (K : n → ℝ) :
    |pairEnergy (D + V) K| < |pairEnergy D K| ↔ V *ᵥ (D⁻¹ *ᵥ K) ≠ 0 := by
  rcases eq_or_ne K 0 with rfl | hK
  · simp [pairEnergy, amplitude]
  · obtain ⟨hle, heq⟩ := mp2_le_ladder hD hV K
    rw [abs_of_neg (pairEnergy_neg (hD.add_posSemidef hV) hK),
      abs_of_neg (pairEnergy_neg hD hK), neg_lt_neg_iff, Ne, ← heq]
    exact ⟨fun h => h.ne', fun h => lt_of_le_of_ne hle (Ne.symm h)⟩
```

In terms of sizes, |E_L| < |E_D| holds exactly when V D⁻¹K ≠ 0. For K = 0 both energies vanish and both sides of the equivalence are false; `rcases` separates this case. For K ≠ 0, each absolute value is minus the energy, and the earlier comparison applies.

For correlated calculations this says that the ladder screens the MP2 pair energy, in a linear model of one pair in a finite basis without the other coupled-cluster terms. The comparison concerns whole pair energies in one basis, not the increments between two basis sets.

## How strong the screening can be

```lean
/-- Let `D` be positive definite, `V` positive semidefinite and `K` nonzero. If the repulsion `V` is
at most `c` times the denominator matrix `D` as a quadratic form, the interference factor is at
least `1 / (1 + c)`. -/
theorem screening_lower_bound {D V : Matrix n n ℝ} (hD : D.PosDef) (hV : V.PosSemidef)
    {K : n → ℝ} (hK : K ≠ 0) {c : ℝ}
    (hc : ∀ x : n → ℝ, x ⬝ᵥ V *ᵥ x ≤ c * (x ⬝ᵥ D *ᵥ x)) :
    1 / (1 + c) ≤ interference D V K := by
  have hc0 : 0 ≤ c := by
    have h1 := hD.dotProduct_mulVec_pos hK
    have h2 := hV.dotProduct_mulVec_nonneg K
    simp only [star_trivial] at h1 h2
    by_contra hneg
    nlinarith [hc K, mul_neg_of_neg_of_pos (not_le.mp hneg) h1]
  obtain ⟨s, hs⟩ : ∃ s : ℝ, s = 1 / (1 + c) := ⟨_, rfl⟩
  have hs1 : s * (1 + c) = 1 := by
    rw [hs]
    exact one_div_mul_cancel (by linarith)
  -- trial amplitudes: the MP2 ones scaled by s
  have hy := hylleraas_eq (hD.add_posSemidef hV) K (s • amplitude D K)
  have hq := (hD.add_posSemidef hV).posSemidef.dotProduct_mulVec_nonneg
    (s • amplitude D K - amplitude (D + V) K)
  simp only [star_trivial] at hq
  have hself : amplitude D K ⬝ᵥ D *ᵥ amplitude D K = -pairEnergy D K := by
    rw [amplitude_equation hD K, dotProduct_neg, dotProduct_comm, pairEnergy]
  have he : hylleraas (D + V) K (s • amplitude D K) = 2 * s * pairEnergy D K +
      s ^ 2 * (amplitude D K ⬝ᵥ D *ᵥ amplitude D K +
        amplitude D K ⬝ᵥ V *ᵥ amplitude D K) := by
    unfold hylleraas pairEnergy
    simp only [Matrix.add_mulVec, Matrix.mulVec_smul, dotProduct_add, dotProduct_smul,
      smul_dotProduct, smul_eq_mul]
    ring
  have hb := mul_le_mul_of_nonneg_left (hc (amplitude D K)) (sq_nonneg s)
  rw [hself] at he hb
  have hfin : s ^ 2 * (1 + c) * pairEnergy D K = s * pairEnergy D K := by
    linear_combination s * pairEnergy D K * hs1
  rw [← hs, interference, le_div_iff_of_neg (pairEnergy_neg hD hK)]
  linarith
```

The hypothesis `hc` reads

x · Vx ≤ c (x · Dx) for all x.

The dimensionless number c bounds the repulsion relative to the excitation energies in D. It cannot be negative, because 0 ≤ K · VK ≤ c (K · DK) and K · DK > 0. The conclusion is f ≥ 1/(1 + c).

Set s = 1/(1 + c) and use the scaled MP2 amplitudes s t_D as a trial vector. Since t_D · Dt_D = −E_D, the hypothesis gives t_D · Vt_D ≤ −cE_D, and therefore

H_{D+V}(s t_D) = 2sE_D + s²(−E_D + t_D · Vt_D)
≤ 2sE_D − s²(1 + c)E_D
= sE_D,

where the last step uses s(1 + c) = 1. The functional is never below E_L, so E_L ≤ sE_D. Division by the negative E_D gives f ≥ s. In the code, `he` evaluates the functional, `hb` is the bound on the repulsion multiplied by s², and `hfin` carries out the simplification with s(1 + c) = 1.

```lean
/-- For positive definite `D`, nonzero `K` and a ladder matrix `V = c D` with `1 + c ≠ 0`, the
interference factor times `1 + c` is exactly `1`. -/
theorem screening_proportional {D : Matrix n n ℝ} (hD : D.PosDef)
    {K : n → ℝ} (hK : K ≠ 0) {c : ℝ} (hc : 1 + c ≠ 0) :
    (1 + c) * interference D (c • D) K = 1 := by
  have hu : IsUnit D.det := hD.det_pos.ne'.isUnit
  have hinv : (D + c • D)⁻¹ = (1 + c)⁻¹ • D⁻¹ := by
    apply Matrix.inv_eq_right_inv
    have h : D + c • D = (1 + c) • D := by module
    rw [h, Matrix.smul_mul, Matrix.mul_smul, smul_smul, mul_inv_cancel₀ hc, one_smul,
      Matrix.mul_nonsing_inv _ hu]
  have he : pairEnergy (D + c • D) K = (1 + c)⁻¹ * pairEnergy D K := by
    simp only [pairEnergy, amplitude, hinv, Matrix.smul_mulVec, dotProduct_neg,
      dotProduct_smul, smul_eq_mul, mul_neg]
  rw [interference, he, mul_div_assoc, div_self (pairEnergy_neg hD hK).ne, mul_one,
    mul_inv_cancel₀ hc]

end

end LadderScreening
```

For a repulsion proportional to the denominators, V = cD, the sum is D + V = (1 + c)D. Hence

(D + V)⁻¹ = (1 + c)⁻¹D⁻¹,
E_L = E_D / (1 + c),
(1 + c) f = 1.

The steps `hinv` and `he` are the first two lines. For c ≥ 0 this V is positive semidefinite and satisfies x · Vx ≤ c (x · Dx) with equality, so the lower bound of the previous theorem is attained. The present theorem asks of c only that 1 + c ≠ 0, and so it also covers attractive choices: c = −1/2 and c = −2 return the factors 2 and −1 from the beginning.

```lean
#print axioms LadderScreening.ladder_screening
#print axioms LadderScreening.abs_ladder_lt_iff
#print axioms LadderScreening.screening_lower_bound
#print axioms LadderScreening.screening_proportional
```

```
'LadderScreening.ladder_screening' depends on axioms: [propext, Classical.choice, Quot.sound]
'LadderScreening.abs_ladder_lt_iff' depends on axioms: [propext, Classical.choice, Quot.sound]
'LadderScreening.screening_lower_bound' depends on axioms: [propext, Classical.choice, Quot.sound]
'LadderScreening.screening_proportional' depends on axioms: [propext, Classical.choice, Quot.sound]
```
